# The once-wound planar spiral on a ferromagnetic ring of five or more classical spins is a local energy minimum in the plane but not in space

A planar spiral that winds once around a ferromagnetic ring survives every small in-plane kick I give it, yet it loses energy as soon as I tilt all its spins out of the plane by the same angle. The $N\ge5$ spins are classical unit vectors whose only interaction is isotropic nearest-neighbour exchange, and the azimuths of neighbours differ by $2\pi/N$. The ferromagnet is obviously lower in energy, so I expected some small in-plane distortion to start unwinding the spiral. Is it really a minimum within the plane, and does the tilt have to cross a barrier first?

## A minimum in the plane, downhill out of it

For $N\ge 5$ the spiral has the lowest energy among all in-plane perturbations of at most $\pi/4-\pi/N$ per site, and there is no barrier against a uniform tilt: the energy falls strictly from tilt $0$ to tilt $\pi/2$, where the ring is ferromagnetic. A relaxation restricted to the plane can therefore come to rest in a state that is not a minimum for three-dimensional spins.

**The energy.** Label the sites $i=0,\dots,N-1$, with $i+1$ taken modulo $N$, and let

$$E=-J\sum_i \mathbf S_i\cdot\mathbf S_{i+1},\qquad J>0.$$

The exchange constant $J$ is positive because neighbouring spins prefer to be parallel. Give spin $i$ the azimuth $\theta_i=2\pi i/N+\varphi_i$ and the elevation $t$ above the plane:

$$\mathbf S_i=(\cos t\cos\theta_i,\ \cos t\sin\theta_i,\ \sin t).$$

Then

$$\mathbf S_i\cdot\mathbf S_{i+1}=\cos^2 t\,\cos(\theta_{i+1}-\theta_i)+\sin^2 t .$$

Write $q=2\pi/N$ and $\delta_i=\varphi_{i+1}-\varphi_i$. On every bond but the last, $\theta_{i+1}-\theta_i=q+\delta_i$. On the closing bond it is $q+\delta_i-2\pi$, which has the same cosine. Hence

$$E(\varphi,t)=-J\Big[\cos^2 t\sum_i\cos(q+\delta_i)+N\sin^2 t\Big].$$

**In the plane.** Set $t=0$ and let $|\varphi_i|\le \pi/4-\pi/N$. Then $|\delta_i|\le \pi/2-q$, so both $q$ and $q+\delta_i$ lie in $[-\pi/2,\pi/2]$. On that interval the sine increases strictly, which puts the cosine below its tangents. Indeed, for $a\ne b$ in the interval, the mean value theorem gives a $c$ strictly between them with

$$\cos b-\cos a=-(b-a)\sin c .$$

If $b>a$, then $\sin c>\sin a$; if $b<a$, then $\sin c<\sin a$. In both cases $(b-a)\sin c>(b-a)\sin a$, so

$$\cos b<\cos a-(b-a)\sin a .$$

With $a=q$ and $b=q+\delta_i$ this reads $\cos(q+\delta_i)\le\cos q-\delta_i\sin q$, with equality only for $\delta_i=0$. A single bond can lower its energy by reducing its angle, but within this window the ring as a whole cannot lower its energy, because $\sum_i\delta_i=0$:

$$\sum_i\cos(q+\delta_i)\le N\cos q,\qquad E(\varphi,0)\ge -JN\cos q=E(0,0).$$

Equality requires every $\delta_i$ to vanish, which means a common rotation of all spins.

The factor of two in the window is easily lost. Two neighbours can move in opposite directions, so a bond angle changes by up to twice the bound per site. If one allowed $|\varphi_i|\le\pi/2-2\pi/N$, a bond angle could reach $\pi-2\pi/N$, which exceeds $\pi/2$ for $N\ge5$, and the tangent bound would no longer apply as derived.

**Out of the plane.** Set $\varphi=0$ and note that $\cos q<1$. Then

$$E(0,t)=-JN\,[\cos q\,\cos^2 t+\sin^2 t]=-JN\,[\cos q+(1-\cos q)\sin^2 t].$$

Since $\sin^2 t$ increases strictly on $[0,\pi/2]$, the energy decreases strictly there. At $t=\pi/2$ it is $-JN$. No configuration of unit spins lies lower, because

$$\mathbf S_i\cdot\mathbf S_{i+1}=1-\tfrac12|\mathbf S_i-\mathbf S_{i+1}|^2\le 1 .$$

**Five spins and four.** For $N=5$ the window is $\pi/20$, or $9^\circ$ per site. For $N=4$ it shrinks to zero, and the spiral is indeed no longer a local minimum in the plane. Take $\varphi=(0,3\varepsilon,2\varepsilon,\varepsilon)$ with small $\varepsilon>0$, so that $\delta=(3\varepsilon,-\varepsilon,-\varepsilon,-\varepsilon)$. The energy changes from $0$ to $J(\sin3\varepsilon-3\sin\varepsilon)=-4J\sin^3\varepsilon<0$.

The same argument in Lean 4 with Mathlib:

```lean
import Mathlib

open Real Matrix

namespace FerromagneticRingSpiral

noncomputable section

variable {N : ℕ} [NeZero N] {J : ℝ}

/-- The classical spin with azimuth `θ` in the plane and elevation `t` above it. -/
def spin (θ t : ℝ) : Fin 3 → ℝ := ![cos t * cos θ, cos t * sin θ, sin t]

/-- The Heisenberg energy `-J ∑ Sᵢ · Sᵢ₊₁` of a closed ring of `N` spins. -/
def ringEnergy (J : ℝ) (S : ZMod N → Fin 3 → ℝ) : ℝ := -J * ∑ i, S i ⬝ᵥ S (i + 1)

/-- The spiral of pitch `2π/N` on a ring of `N ≥ 1` sites, with the azimuth of site `i`
perturbed by `φ i` and all spins tilted out of the plane by `t`. -/
def spiral (φ : ZMod N → ℝ) (t : ℝ) : ZMod N → Fin 3 → ℝ :=
  fun i => spin (2 * π * (i.val : ℝ) / N + φ i) t

omit [NeZero N] in
/-- Every spin of the perturbed and tilted spiral has unit length. -/
theorem spiral_unit (φ : ZMod N → ℝ) (t : ℝ) (i : ZMod N) :
    spiral φ t i ⬝ᵥ spiral φ t i = 1 := by
  have h (θ : ℝ) : spin θ t ⬝ᵥ spin θ t = 1 := by
    simp only [spin, dotProduct, Fin.sum_univ_three, Matrix.cons_val]
    linear_combination cos t ^ 2 * sin_sq_add_cos_sq θ + sin_sq_add_cos_sq t
  exact h _

/-- The scalar product of neighbouring spins depends only on the tilt and on the
difference of their azimuths, also on the bond that closes the ring. -/
theorem spiral_bond (φ : ZMod N → ℝ) (t : ℝ) (i : ZMod N) :
    spiral φ t i ⬝ᵥ spiral φ t (i + 1) =
      cos t ^ 2 * cos (2 * π / N + (φ (i + 1) - φ i)) + sin t ^ 2 := by
  have hdot (x y : ℝ) : spin x t ⬝ᵥ spin y t = cos t ^ 2 * cos (y - x) + sin t ^ 2 := by
    simp only [spin, dotProduct, Fin.sum_univ_three, Matrix.cons_val]
    rw [Real.cos_sub]
    ring
  have hN : (N : ℝ) ≠ 0 := Nat.cast_ne_zero.mpr (NeZero.ne N)
  -- going once around the ring changes the azimuth by a multiple of a full turn
  have hval : (i + 1).val = (i.val + 1) % N := by
    rw [ZMod.val_add, ZMod.val_one_eq_one_mod, Nat.add_mod_mod]
  have hdiv : (N : ℝ) * ((i.val + 1) / N : ℕ) + ((i + 1).val : ℝ) = i.val + 1 := by
    rw [hval]
    exact_mod_cast Nat.div_add_mod (i.val + 1) N
  have hang : 2 * π * ((i + 1).val : ℝ) / N + φ (i + 1) - (2 * π * (i.val : ℝ) / N + φ i) =
      2 * π / N + (φ (i + 1) - φ i) - ((i.val + 1) / N : ℕ) * (2 * π) := by
    have h : ((i + 1).val : ℝ) = i.val + 1 - N * ((i.val + 1) / N : ℕ) := by linarith
    rw [h]
    field_simp
    ring
  unfold spiral
  rw [hdot, hang, Real.cos_sub_nat_mul_two_pi]

/-- The energy of the perturbed and tilted spiral as a sum over bond angles. -/
theorem energy_spiral (φ : ZMod N → ℝ) (t : ℝ) :
    ringEnergy J (spiral φ t) =
      -J * (cos t ^ 2 * ∑ i, cos (2 * π / N + (φ (i + 1) - φ i)) + N * sin t ^ 2) := by
  unfold ringEnergy
  simp only [spiral_bond, Finset.sum_add_distrib, ← Finset.mul_sum, Finset.sum_const,
    Finset.card_univ, ZMod.card, nsmul_eq_mul]

/-- Between `-π/2` and `π/2` the cosine lies strictly below each of its tangents,
away from the point of contact. -/
theorem cos_lt_tangent {a b : ℝ} (ha : |a| ≤ π / 2) (hb : |b| ≤ π / 2) (hab : a ≠ b) :
    cos b < cos a - (b - a) * sin a := by
  obtain ⟨ha1, ha2⟩ := abs_le.mp ha
  obtain ⟨hb1, hb2⟩ := abs_le.mp hb
  rcases lt_or_gt_of_ne hab with h | h
  · obtain ⟨c, ⟨hc1, hc2⟩, hc⟩ := exists_hasDerivAt_eq_slope Real.cos (fun x => -Real.sin x) h
      Real.continuous_cos.continuousOn (fun x _ => Real.hasDerivAt_cos x)
    have hc' : -sin c = (cos b - cos a) / (b - a) := hc
    rw [eq_div_iff (sub_pos.mpr h).ne'] at hc'
    have hs := Real.sin_lt_sin_of_lt_of_le_pi_div_two ha1 (by linarith : c ≤ π / 2) hc1
    nlinarith [mul_pos (sub_pos.mpr h) (sub_pos.mpr hs)]
  · obtain ⟨c, ⟨hc1, hc2⟩, hc⟩ := exists_hasDerivAt_eq_slope Real.cos (fun x => -Real.sin x) h
      Real.continuous_cos.continuousOn (fun x _ => Real.hasDerivAt_cos x)
    have hc' : -sin c = (cos a - cos b) / (a - b) := hc
    rw [eq_div_iff (sub_pos.mpr h).ne'] at hc'
    have hs := Real.sin_lt_sin_of_lt_of_le_pi_div_two (by linarith : -(π / 2) ≤ c) ha2 hc2
    nlinarith [mul_pos (sub_pos.mpr h) (sub_pos.mpr hs)]

/-- For `J > 0`, an in-plane perturbation of at most `π/4 - π/N` per site that changes
some bond angle raises the energy of the planar spiral. -/
theorem in_plane_lt (hJ : 0 < J) {φ : ZMod N → ℝ} (hφ : ∀ i, |φ i| ≤ π / 4 - π / N)
    (hne : ∃ j, φ (j + 1) ≠ φ j) :
    ringEnergy J (spiral (0 : ZMod N → ℝ) 0) < ringEnergy J (spiral φ 0) := by
  obtain ⟨j, hj⟩ := hne
  -- the changes of the bond angles cancel around the ring
  have tele : ∑ i, (φ (i + 1) - φ i) = 0 := by
    rw [Finset.sum_sub_distrib, sub_eq_zero]
    exact Equiv.sum_comp (Equiv.addRight (1 : ZMod N)) φ
  have hw : π / N ≤ π / 4 := by linarith [abs_nonneg (φ 0), hφ 0]
  have hp : 0 ≤ π / N := by positivity
  have h0 : |2 * π / N| ≤ π / 2 := by
    rw [mul_div_assoc, abs_le]
    constructor <;> linarith [Real.pi_pos]
  have hb (i : ZMod N) : |2 * π / N + (φ (i + 1) - φ i)| ≤ π / 2 := by
    obtain ⟨h1, h2⟩ := abs_le.mp (hφ i)
    obtain ⟨h3, h4⟩ := abs_le.mp (hφ (i + 1))
    rw [mul_div_assoc, abs_le]
    constructor <;> linarith
  have hlt (i : ZMod N) (hi : φ (i + 1) ≠ φ i) : cos (2 * π / N + (φ (i + 1) - φ i)) <
      cos (2 * π / N) - (φ (i + 1) - φ i) * sin (2 * π / N) := by
    have h := cos_lt_tangent h0 (hb i) (fun h => hi (by linarith))
    rwa [add_sub_cancel_left] at h
  have hsum : ∑ i, cos (2 * π / N + (φ (i + 1) - φ i)) <
      ∑ i, (cos (2 * π / N) - (φ (i + 1) - φ i) * sin (2 * π / N)) := by
    refine Finset.sum_lt_sum (fun i _ => ?_) ⟨j, Finset.mem_univ j, hlt j hj⟩
    by_cases hi : φ (i + 1) = φ i
    · simp [hi]
    · exact (hlt i hi).le
  rw [Finset.sum_sub_distrib, ← Finset.sum_mul, tele] at hsum
  rw [energy_spiral, energy_spiral]
  simp only [Pi.zero_apply, sub_self, add_zero, Real.cos_zero, Real.sin_zero, zero_mul, sub_zero,
    Finset.sum_const, Finset.card_univ, ZMod.card, nsmul_eq_mul] at hsum ⊢
  nlinarith [mul_pos hJ (sub_pos.mpr hsum)]

/-- For `J > 0` and in-plane perturbations of at most `π/4 - π/N` per site, the energy
equals that of the planar spiral exactly when all spins turn by the same angle. -/
theorem in_plane_eq_iff (hJ : 0 < J) {φ : ZMod N → ℝ} (hφ : ∀ i, |φ i| ≤ π / 4 - π / N) :
    ringEnergy J (spiral φ 0) = ringEnergy J (spiral (0 : ZMod N → ℝ) 0) ↔
      ∀ i, φ i = φ 0 := by
  constructor
  · intro h
    have hstep : ∀ i, φ (i + 1) = φ i := by
      by_contra hc
      exact (in_plane_lt hJ hφ (not_forall.mp hc)).ne h.symm
    have hnat (n : ℕ) : φ (n : ZMod N) = φ 0 := by
      induction n with
      | zero => rw [Nat.cast_zero]
      | succ n ih => rw [Nat.cast_succ, hstep, ih]
    intro i
    rw [← ZMod.natCast_zmod_val i]
    exact hnat _
  · intro h
    have hd (i : ZMod N) : φ (i + 1) - φ i = 0 := by rw [h (i + 1), h i, sub_self]
    rw [energy_spiral, energy_spiral]
    simp only [hd, Pi.zero_apply, sub_self]

/-- For `J > 0` and at least two sites, the energy of the spiral falls strictly as the
uniform out-of-plane tilt grows from `0` to `π/2`. -/
theorem tilt_strictAnti (hJ : 0 < J) (hN : 2 ≤ N) :
    StrictAntiOn (fun t => ringEnergy J (spiral (0 : ZMod N → ℝ) t)) (Set.Icc 0 (π / 2)) := by
  intro s hs t ht hst
  have hN2 : (2 : ℝ) ≤ N := by exact_mod_cast hN
  have hN0 : (0 : ℝ) < N := by linarith
  have hc : cos (2 * π / N) < 1 := by
    rw [← Real.cos_zero]
    refine Real.cos_lt_cos_of_nonneg_of_le_pi le_rfl ?_ (by positivity)
    rw [div_le_iff₀ hN0]
    nlinarith [Real.pi_pos]
  have h1 : sin s < sin t :=
    Real.sin_lt_sin_of_lt_of_le_pi_div_two (by linarith [hs.1, Real.pi_pos]) ht.2 hst
  have h2 : 0 ≤ sin s := Real.sin_nonneg_of_nonneg_of_le_pi hs.1 (by linarith [hs.2, Real.pi_pos])
  have h3 : 0 < sin t ^ 2 - sin s ^ 2 := by nlinarith
  have h4 := mul_pos (mul_pos hJ hN0) (mul_pos (sub_pos.mpr hc) h3)
  simp only [energy_spiral, Pi.zero_apply, sub_self, add_zero, Finset.sum_const,
    Finset.card_univ, ZMod.card, nsmul_eq_mul, Real.cos_sq']
  linarith

/-- For `J ≥ 0` no configuration of unit spins has energy below that of the spiral
tilted by `π/2`, which is `-J N`. -/
theorem ground_state (hJ : 0 ≤ J) (S : ZMod N → Fin 3 → ℝ) (hS : ∀ i, S i ⬝ᵥ S i = 1) :
    ringEnergy J (spiral (0 : ZMod N → ℝ) (π / 2)) = -J * N ∧ -J * N ≤ ringEnergy J S := by
  constructor
  · rw [energy_spiral]
    simp
  · have hb (i : ZMod N) : S i ⬝ᵥ S (i + 1) ≤ 1 := by
      have h1 := hS i
      have h2 := hS (i + 1)
      simp only [dotProduct, Fin.sum_univ_three] at h1 h2 ⊢
      nlinarith [sq_nonneg (S i 0 - S (i + 1) 0), sq_nonneg (S i 1 - S (i + 1) 1),
        sq_nonneg (S i 2 - S (i + 1) 2)]
    have hsum : ∑ i, S i ⬝ᵥ S (i + 1) ≤ N := by
      calc ∑ i, S i ⬝ᵥ S (i + 1) ≤ ∑ _i : ZMod N, (1 : ℝ) := Finset.sum_le_sum fun i _ => hb i
        _ = N := by simp [ZMod.card]
    unfold ringEnergy
    nlinarith [mul_le_mul_of_nonneg_left hsum hJ]

/-- On a ferromagnetic ring of `N ≥ 5` spins the planar spiral minimizes the energy among
in-plane perturbations of at most `π/4 - π/N > 0` per site, yet every uniform
out-of-plane tilt `t` with `0 < t ≤ π/2` strictly lowers it. -/
theorem coplanar_false_minimum (hJ : 0 < J) (hN : 5 ≤ N) :
    0 < π / 4 - π / N ∧
    (∀ φ : ZMod N → ℝ, (∀ i, |φ i| ≤ π / 4 - π / N) →
      ringEnergy J (spiral (0 : ZMod N → ℝ) 0) ≤ ringEnergy J (spiral φ 0)) ∧
    (∀ t ∈ Set.Ioc 0 (π / 2),
      ringEnergy J (spiral (0 : ZMod N → ℝ) t) <
        ringEnergy J (spiral (0 : ZMod N → ℝ) 0)) := by
  refine ⟨?_, fun φ hφ => ?_, fun t ht => ?_⟩
  · have hN5 : (5 : ℝ) ≤ N := by exact_mod_cast hN
    have hN0 : (0 : ℝ) < N := by linarith
    rw [sub_pos, div_lt_iff₀ hN0]
    nlinarith [Real.pi_pos]
  · by_cases h : ∃ j, φ (j + 1) ≠ φ j
    · exact (in_plane_lt hJ hφ h).le
    · -- without a changed bond angle the energy stays the same
      have hd (i : ZMod N) : φ (i + 1) - φ i = 0 :=
        sub_eq_zero.mpr (not_not.mp (not_exists.mp h i))
      rw [energy_spiral, energy_spiral]
      simp only [hd, Pi.zero_apply, sub_self, le_refl]
  · exact tilt_strictAnti hJ (by omega) ⟨le_rfl, by positivity⟩ ⟨ht.1.le, ht.2⟩ ht.1

end

end FerromagneticRingSpiral
```

```lean
#print axioms FerromagneticRingSpiral.spiral_unit
-- 'FerromagneticRingSpiral.spiral_unit' depends on axioms: [propext, Classical.choice, Quot.sound]
#print axioms FerromagneticRingSpiral.in_plane_eq_iff
-- 'FerromagneticRingSpiral.in_plane_eq_iff' depends on axioms: [propext, Classical.choice, Quot.sound]
#print axioms FerromagneticRingSpiral.ground_state
-- 'FerromagneticRingSpiral.ground_state' depends on axioms: [propext, Classical.choice, Quot.sound]
#print axioms FerromagneticRingSpiral.coplanar_false_minimum
-- 'FerromagneticRingSpiral.coplanar_false_minimum' depends on axioms: [propext, Classical.choice, Quot.sound]
```

### What `coplanar_false_minimum` says about the ring

The sites are the elements of `ZMod N`, so `i + 1` wraps around and the sum in `ringEnergy` contains the closing bond. A spin is a real vector indexed by `Fin 3`, and `⬝ᵥ` is the ordinary scalar product. `spin θ t` takes the azimuth first and then the elevation, measured from the plane and not from the $z$ axis. `spiral φ t` is the spiral with site-dependent azimuth changes `φ i` and one common tilt `t`; `spiral 0 0` is the unperturbed planar state. Unit length is proved in `spiral_unit`.

Under the hypotheses `0 < J` and `5 ≤ N`, the final theorem states three things:

- The window $\pi/4-\pi/N$ is positive.
- Every `φ` within the window gives an energy at least that of the planar spiral.
- Every `t` in `Set.Ioc 0 (π / 2)`, that is $0<t\le\pi/2$, gives a strictly lower energy.

Three other theorems sharpen this. `in_plane_eq_iff` identifies the cases of equal energy within the window as common rotations, `tilt_strictAnti` gives the strict decrease over the whole tilt interval, and `ground_state` shows that its end point has the lowest energy of all unit-spin configurations.

The model is a classical ring at zero temperature, with isotropic nearest-neighbour exchange and no anisotropy or field. The theorems compare energies; they do not follow a particular minimisation algorithm, and the only out-of-plane motion they treat is the uniform tilt. For simulation practice, this finite classical model gives a concrete case in which a stability test with coplanar displacements misses a downhill direction.

### From the bond formula to the two energy comparisons

`spiral_bond` proves the scalar product formula. Its main work is the closing bond: `(i + 1).val` is the remainder of `i.val + 1` on division by `N`, so the azimuth difference equals $q+\delta_i$ minus a whole number of turns, which `Real.cos_sub_nat_mul_two_pi` removes. `energy_spiral` sums the result over the ring.

`cos_lt_tangent` is the tangent inequality. It treats $a<b$ and $b<a$ separately, obtains the intermediate point from `exists_hasDerivAt_eq_slope`, and compares the sines by strict monotonicity.

`in_plane_lt` assumes that at least one bond angle changes. Inside it, `tele` proves $\sum_i\delta_i=0$ by noting that a shift by one site only permutes the terms. `h0` and `hb` place the old and new bond angles in $[-\pi/2,\pi/2]$. `Finset.sum_lt_sum` then adds the tangent bounds, at least one of which is strict, and the last line multiplies by $J$.

For `in_plane_eq_iff`, equal energies exclude any changed bond angle, so `φ (i + 1) = φ i` everywhere, and induction along the ring gives `φ i = φ 0`. The converse holds because a common rotation leaves all bond angles alone.

`tilt_strictAnti` combines $\cos q<1$ with $\sin^2 s<\sin^2 t$ for $s<t$. It needs only two sites; for one site $\cos q=1$ and the energy does not depend on the tilt. `ground_state` bounds each bond by $1$ using the squares of the component differences, which is the identity with $|\mathbf S_i-\mathbf S_{i+1}|^2$ above.

The final theorem gets the positive window from `5 ≤ N`. For the in-plane part it distinguishes whether some bond angle changes: if so, `in_plane_lt` applies, and if not, the energies agree. The tilt part is `tilt_strictAnti` applied to the tilts $0$ and $t$.
